# Stationary occupations of a frozen-orbital exchange grand potential are self-consistent Fermi–Dirac occupations

Take finitely many levels $e_i$, a real symmetric exchange kernel $K_{ij}$, a temperature $T>0$ (with $k_B=1$), a chemical potential $\mu$ and occupations $0<f_i<1$. All partial derivatives of
$$\Omega(f)=\sum_i(e_i-\mu)f_i-\tfrac12\sum_{ij}K_{ij}f_if_j+T\sum_i\big[f_i\ln f_i+(1-f_i)\ln(1-f_i)\big]$$
vanish exactly when $f_i=1/(1+\exp((\varepsilon_i-\mu)/T))$ for every $i$, with $\varepsilon_i=e_i-\sum_jK_{ij}f_j$. This is a simplified model of the self-consistent occupations in a Hartree–Fock-type calculation with Fermi–Dirac smearing: the orbitals are frozen, the k-point mesh is finite and equally weighted, and exchange is the only interaction written that depends on the occupations. The Hartree energy and any semilocal exchange-correlation energy, which also change with the occupations, are not included as separate terms.

In Lean 4 with Mathlib:

```lean
import Mathlib

open Finset

namespace SelfConsistentFermi

noncomputable section

variable {ι : Type*} [Fintype ι] [DecidableEq ι]
```

## The functional

The type `ι` labels spin orbitals or k-point states, each holding at most one electron. The bracket in $\Omega$ is $s(x)=x\ln x+(1-x)\ln(1-x)$, minus the mixing entropy of one level.

```lean
/-- Negative mixing entropy of one fermionic level with occupation `x`. -/
def negEntropy (x : ℝ) : ℝ := x * Real.log x + (1 - x) * Real.log (1 - x)
```

The Fermi function divides $\varepsilon-\mu$ by $T$.

```lean
/-- Fermi-Dirac occupation of a level `ε` at temperature `T` and chemical potential `μ`. -/
def fermi (T μ ε : ℝ) : ℝ := 1 / (1 + Real.exp ((ε - μ) / T))
```

The exchange energy $E_x=-\tfrac12\sum_{ij}K_{ij}f_if_j$ includes the diagonal $i=j$. The kernel stands for exchange integrals between fixed orbitals, with any mesh weight or mixing fraction absorbed. Only the symmetry of $K$ is used in the stationarity theorem, so a Hartree term $\tfrac12\sum_{ij}J_{ij}f_if_j$ with symmetric $J$ could be included by replacing $K$ with $K-J$; for a finite system with full exchange (no mixing fraction) this cancels the diagonal, since then $J_{ii}=K_{ii}$. The semilocal part of a hybrid functional is not quadratic in the occupations and is not covered. The kernel is a given finite array, so the Coulomb singularity at zero momentum transfer and the limit of dense meshes are not treated.

```lean
/-- Exchange energy `-(1/2) ∑ K_ij f_i f_j` of the occupations `f`. -/
def exchange (K : ι → ι → ℝ) (f : ι → ℝ) : ℝ := -(1 / 2) * ∑ i, ∑ j, K i j * f i * f j
```

`level e K f i` is $\varepsilon_i$.

```lean
/-- Level `i` shifted by exchange: `e_i - ∑_j K_ij f_j`. -/
def level (e : ι → ℝ) (K : ι → ι → ℝ) (f : ι → ℝ) (i : ι) : ℝ := e i - ∑ j, K i j * f j
```

The three terms add up to $\Omega$.

```lean
/-- Grand potential: one-particle term, exchange energy and entropy term. -/
def grandPotential (e : ι → ℝ) (K : ι → ι → ℝ) (T μ : ℝ) (f : ι → ℝ) : ℝ :=
  ∑ i, (e i - μ) * f i + exchange K f + T * ∑ i, negEntropy (f i)
```

`Function.update f k t` replaces $f_k$ by $t$, so `IsStationary` says that each $\partial\Omega/\partial f_k$ exists and is zero. It says nothing about minimality.

```lean
/-- All partial derivatives of the grand potential with respect to the occupations
exist and vanish at `f`. -/
def IsStationary (e : ι → ℝ) (K : ι → ι → ℝ) (T μ : ℝ) (f : ι → ℝ) : Prop :=
  ∀ k, HasDerivAt (fun t => grandPotential e K T μ (Function.update f k t)) 0 (f k)
```

## The gradient

Write $L(x)=\ln x-\ln(1-x)$. The product rule gives $s'(x)=\ln x+1-\ln(1-x)-1=L(x)$; `field_simp` and `ring` cancel the ones.

```lean
/-- For `0 < x < 1` the negative entropy has derivative `ln x - ln (1 - x)`. -/
theorem hasDerivAt_negEntropy {x : ℝ} (h0 : 0 < x) (h1 : x < 1) :
    HasDerivAt negEntropy (Real.log x - Real.log (1 - x)) x := by
  have hx : x ≠ 0 := h0.ne'
  have hy : 1 - x ≠ 0 := (sub_pos.2 h1).ne'
  have a : HasDerivAt (fun y : ℝ => 1 - y) (-1) x := (hasDerivAt_id' x).const_sub 1
  have b := ((hasDerivAt_id' x).fun_mul (Real.hasDerivAt_log hx)).fun_add
    (a.fun_mul (a.log hy))
  refine HasDerivAt.congr_deriv b ?_
  field_simp
  ring
```

With $\partial f_i/\partial f_k=\delta_{ik}$ (`hu`),
$$\frac{\partial E_x}{\partial f_k}=-\tfrac12\Big(\sum_jK_{kj}f_j+\sum_iK_{ik}f_i\Big)=-\sum_jK_{kj}f_j .$$
The two sums are `row` and `col`, and `hK`, the symmetry of an exchange integral in its two orbitals, makes them equal.

```lean
/-- For symmetric `K` the exchange energy has partial derivative `-∑_j K_kj f_j`
with respect to `f_k`. -/
theorem hasDerivAt_exchange (K : ι → ι → ℝ) (hK : ∀ i j, K i j = K j i) (f : ι → ℝ) (k : ι) :
    HasDerivAt (fun t => exchange K (Function.update f k t)) (-∑ j, K k j * f j) (f k) := by
  have hu : ∀ i, HasDerivAt (fun t => Function.update f k t i)
      (if i = k then 1 else 0) (f k) := by
    intro i
    by_cases h : i = k
    · subst h
      simpa using hasDerivAt_id' (f i)
    · simpa [h] using hasDerivAt_const (f k) (f i)
  have h := (HasDerivAt.fun_sum (u := univ) fun i _ => HasDerivAt.fun_sum (u := univ)
    fun j _ => ((hu i).const_mul (K i j)).fun_mul (hu j)).const_mul (-(1 / 2) : ℝ)
  refine HasDerivAt.congr_deriv h ?_
  -- the product rule gives a row sum and a column sum, equal by symmetry
  have row : ∑ i, ∑ j, K i j * (if i = k then (1 : ℝ) else 0) * f j = ∑ j, K k j * f j := by
    rw [Finset.sum_comm]
    exact Finset.sum_congr rfl fun j _ => by simp
  have col : ∑ i, ∑ j, K i j * f i * (if j = k then (1 : ℝ) else 0) = ∑ j, K k j * f j :=
    Finset.sum_congr rfl fun i _ => by simp [hK i k]
  simp only [Function.update_eq_self, Finset.sum_add_distrib]
  rw [row, col]
  ring
```

Adding the linear term (`lin`) and the entropy term (`ent`), of which only $i=k$ survives,
$$\frac{\partial\Omega}{\partial f_k}=\varepsilon_k-\mu+T\,L(f_k).$$

```lean
/-- For symmetric `K` and `0 < f_k < 1` the partial derivative of the grand potential with
respect to `f_k` is the shifted level minus `μ` plus `T (ln f_k - ln (1 - f_k))`. -/
theorem hasDerivAt_grandPotential (e : ι → ℝ) (K : ι → ι → ℝ) (hK : ∀ i j, K i j = K j i)
    (T μ : ℝ) (f : ι → ℝ) (k : ι) (h0 : 0 < f k) (h1 : f k < 1) :
    HasDerivAt (fun t => grandPotential e K T μ (Function.update f k t))
      (level e K f k - μ + T * (Real.log (f k) - Real.log (1 - f k))) (f k) := by
  have lin : ∀ i, HasDerivAt (fun t => (e i - μ) * Function.update f k t i)
      (if i = k then e k - μ else 0) (f k) := by
    intro i
    by_cases h : i = k
    · subst h
      simpa using (hasDerivAt_id' (f i)).const_mul (e i - μ)
    · simpa [h] using hasDerivAt_const (f k) ((e i - μ) * f i)
  have ent : ∀ i, HasDerivAt (fun t => negEntropy (Function.update f k t i))
      (if i = k then Real.log (f k) - Real.log (1 - f k) else 0) (f k) := by
    intro i
    by_cases h : i = k
    · subst h
      simpa using hasDerivAt_negEntropy h0 h1
    · simpa [h] using hasDerivAt_const (f k) (negEntropy (f i))
  have h := ((HasDerivAt.fun_sum (u := univ) fun i _ => lin i).fun_add
    (hasDerivAt_exchange K hK f k)).fun_add
    ((HasDerivAt.fun_sum (u := univ) fun i _ => ent i).const_mul T)
  refine HasDerivAt.congr_deriv h ?_
  simp only [Finset.sum_ite_eq', Finset.mem_univ, if_true, level]
  ring
```

## From the gradient to the Fermi function

If $\varepsilon-\mu+TL(x)=0$, then $(\varepsilon-\mu)/T=\ln(1-x)-\ln x$, so $e^{(\varepsilon-\mu)/T}=(1-x)/x$ and $x\,(1+e^{(\varepsilon-\mu)/T})=1$. Conversely, that equation gives $1-x=x\,e^{(\varepsilon-\mu)/T}$, and its logarithm returns the first. Each branch records its rearrangement as `hq`.

```lean
/-- For `T > 0` and `0 < x < 1`, the condition `ε - μ + T (ln x - ln (1 - x)) = 0` holds
exactly when `x` is the Fermi-Dirac occupation of `ε`. -/
theorem balance_iff_fermi {T μ ε x : ℝ} (hT : 0 < T) (h0 : 0 < x) (h1 : x < 1) :
    ε - μ + T * (Real.log x - Real.log (1 - x)) = 0 ↔ x = fermi T μ ε := by
  have hy : 0 < 1 - x := sub_pos.2 h1
  have hE := Real.exp_pos ((ε - μ) / T)
  unfold fermi
  rw [eq_div_iff (by positivity)]
  constructor
  · intro h
    have hq : (ε - μ) / T = Real.log (1 - x) - Real.log x := by
      rw [div_eq_iff hT.ne']; linarith
    rw [hq, Real.exp_sub, Real.exp_log hy, Real.exp_log h0]
    field_simp
    ring
  · intro h
    have hq : 1 - x = x * Real.exp ((ε - μ) / T) := by linarith
    rw [hq, Real.log_mul h0.ne' hE.ne', Real.log_exp]
    field_simp
    ring
```

The main theorem applies this index by index (`forall_congr'`). A function has one derivative at a point (`h.unique`), so "the derivative is zero" and "the expression above is zero" are the same condition. Integer occupations and $T=0$ are excluded by `hf` and `hT`, and no solution is claimed to exist for general $e$ and $K$.

```lean
/-- For `T > 0`, symmetric `K` and occupations in `(0,1)`, all partial derivatives of the
grand potential vanish exactly when every occupation is the Fermi-Dirac occupation of its
exchange-shifted level. -/
theorem stationary_iff_selfConsistent (e : ι → ℝ) (K : ι → ι → ℝ)
    (hK : ∀ i j, K i j = K j i) {T : ℝ} (hT : 0 < T) (μ : ℝ) (f : ι → ℝ)
    (hf : ∀ i, 0 < f i ∧ f i < 1) :
    IsStationary e K T μ f ↔ ∀ i, f i = fermi T μ (level e K f i) := by
  refine forall_congr' fun k => ?_
  have h := hasDerivAt_grandPotential e K hK T μ f k (hf k).1 (hf k).2
  rw [← balance_iff_fermi hT (hf k).1 (hf k).2]
  exact ⟨fun h0 => h.unique h0, fun h0 => h0 ▸ h⟩
```

## The value at a stationary point

Let $T>0$, let $K$ be symmetric and let all occupations lie in $(0,1)$, as in the main theorem. Stationarity then gives $e^{-(\varepsilon_i-\mu)/T}=f_i/(1-f_i)$, hence $1+e^{-(\varepsilon_i-\mu)/T}=1/(1-f_i)$. Substituting $\varepsilon_i-\mu=-TL(f_i)$,
$$(\varepsilon_i-\mu)f_i+Ts(f_i)=T\ln(1-f_i)=-T\ln\big(1+e^{-(\varepsilon_i-\mu)/T}\big),$$
which is `term`. The shifted levels count exchange twice, $\sum_i(\varepsilon_i-\mu)f_i=\sum_i(e_i-\mu)f_i+2E_x$ (`double`). Therefore
$$\Omega=-T\sum_i\ln\big(1+e^{-(\varepsilon_i-\mu)/T}\big)-E_x ,$$
the independent-particle value plus the double-counting correction.

```lean
/-- At a stationary point the grand potential equals `-T ∑ ln (1 + exp (-(ε_i - μ)/T))` over
the shifted levels `ε_i`, minus the exchange energy. -/
theorem grandPotential_stationary (e : ι → ℝ) (K : ι → ι → ℝ)
    (hK : ∀ i j, K i j = K j i) {T : ℝ} (hT : 0 < T) (μ : ℝ) (f : ι → ℝ)
    (hf : ∀ i, 0 < f i ∧ f i < 1) (hs : IsStationary e K T μ f) :
    grandPotential e K T μ f =
      -T * ∑ i, Real.log (1 + Real.exp (-((level e K f i - μ) / T))) - exchange K f := by
  have term : ∀ i, (level e K f i - μ) * f i + T * negEntropy (f i) =
      -T * Real.log (1 + Real.exp (-((level e K f i - μ) / T))) := by
    intro i
    obtain ⟨h0, h1⟩ := hf i
    have hy : 0 < 1 - f i := sub_pos.2 h1
    have hb := (hasDerivAt_grandPotential e K hK T μ f i h0 h1).unique (hs i)
    have hq : -((level e K f i - μ) / T) = Real.log (f i) - Real.log (1 - f i) := by
      rw [← neg_div, div_eq_iff hT.ne']; linarith
    have hw : 1 + f i / (1 - f i) = (1 - f i)⁻¹ := by
      field_simp
      ring
    rw [hq, Real.exp_sub, Real.exp_log hy, Real.exp_log h0, hw, Real.log_inv, negEntropy]
    linear_combination (f i) * hb
  -- the sum over shifted levels counts the exchange energy twice
  have double : ∑ i, (level e K f i - μ) * f i = ∑ i, (e i - μ) * f i + 2 * exchange K f := by
    have : ∀ i, (level e K f i - μ) * f i = (e i - μ) * f i - ∑ j, K i j * f i * f j := by
      intro i
      have : ∑ j, K i j * f i * f j = (∑ j, K i j * f j) * f i := by
        rw [Finset.sum_mul]
        exact Finset.sum_congr rfl fun j _ => by ring
      rw [this, level]
      ring
    simp only [this, Finset.sum_sub_distrib, exchange]
    ring
  have total := Finset.sum_congr rfl fun i (_ : i ∈ (univ : Finset ι)) => term i
  rw [Finset.sum_add_distrib, ← Finset.mul_sum, ← Finset.mul_sum, double] at total
  unfold grandPotential
  linarith
```

## At most one solution for weak exchange

On $(0,1)$,
$$L'(x)-4=\frac1x+\frac1{1-x}-4=\frac{(1-2x)^2}{x(1-x)}\ge0,$$
so $L(x)-4x$ is non-decreasing.

```lean
/-- On `(0,1)` the function `ln x - ln (1 - x) - 4 x` is monotone. -/
theorem logit_slope :
    MonotoneOn (fun x : ℝ => Real.log x - Real.log (1 - x) - 4 * x) (Set.Ioo 0 1) := by
  have hd : ∀ x ∈ Set.Ioo (0 : ℝ) 1, HasDerivAt
      (fun x : ℝ => Real.log x - Real.log (1 - x) - 4 * x)
      (x⁻¹ - (-1) / (1 - x) - 4 * 1) x := fun x hx =>
    ((Real.hasDerivAt_log hx.1.ne').fun_sub
      (((hasDerivAt_id' x).const_sub 1).log (sub_pos.2 hx.2).ne')).fun_sub
      ((hasDerivAt_id' x).const_mul 4)
  refine monotoneOn_of_deriv_nonneg (convex_Ioo 0 1)
    (fun x hx => (hd x hx).continuousAt.continuousWithinAt) ?_ ?_
  · rw [interior_Ioo]
    exact fun x hx => (hd x hx).differentiableAt.differentiableWithinAt
  · rw [interior_Ioo]
    intro x hx
    have h0 := hx.1
    have h1 := sub_pos.2 hx.2
    have : x⁻¹ - (-1) / (1 - x) - 4 * 1 = (1 - 2 * x) ^ 2 / (x * (1 - x)) := by
      field_simp
      ring
    rw [(hd x hx).deriv, this]
    positivity
```

Keep $T>0$ and a symmetric $K$, and assume `hw`: $\sum_{ij}K_{ij}v_iv_j<4T\sum_iv_i^2$ for every real vector $v\ne0$. The steepest slope of the Fermi function has magnitude $1/(4T)$, so this assumed bound says that the exchange shift caused by a change of occupations is too weak to sustain that change. Let $f$ and $g$ both be stationary and $v=f-g\neq0$. Subtracting their conditions gives $\sum_jK_{ij}v_j=T\,[L(f_i)-L(g_i)]$ (`c`). Monotonicity gives $[L(f_i)-L(g_i)-4v_i]\,v_i\ge0$ (`d`, by cases on the order of $f_i$ and $g_i$). Multiplying the first by $v_i$, using the second and summing yields $\sum_{ij}K_{ij}v_iv_j\ge4T\sum_iv_i^2$, a contradiction.

```lean
/-- If `∑ K_ij v_i v_j < 4 T ∑ v_i²` for every nonzero `v`, two stationary points of the
grand potential with occupations in `(0,1)` coincide. -/
theorem stationary_unique (e : ι → ℝ) (K : ι → ι → ℝ) (hK : ∀ i j, K i j = K j i)
    {T : ℝ} (hT : 0 < T) (μ : ℝ)
    (hw : ∀ v : ι → ℝ, v ≠ 0 → ∑ i, (∑ j, K i j * v j) * v i < 4 * T * ∑ i, v i ^ 2)
    (f g : ι → ℝ) (hf : ∀ i, 0 < f i ∧ f i < 1) (hg : ∀ i, 0 < g i ∧ g i < 1)
    (sf : IsStationary e K T μ f) (sg : IsStationary e K T μ g) : f = g := by
  by_contra hne
  refine not_le_of_gt (hw (f - g) (sub_ne_zero.2 hne)) ?_
  rw [Finset.mul_sum]
  refine Finset.sum_le_sum fun i _ => ?_
  have a := (hasDerivAt_grandPotential e K hK T μ f i (hf i).1 (hf i).2).unique (sf i)
  have b := (hasDerivAt_grandPotential e K hK T μ g i (hg i).1 (hg i).2).unique (sg i)
  -- the exchange shift between the two solutions is `T` times the difference of logits
  have c : ∑ j, K i j * (f - g) j = T * ((Real.log (f i) - Real.log (1 - f i))
      - (Real.log (g i) - Real.log (1 - g i))) := by
    simp only [Pi.sub_apply, mul_sub, Finset.sum_sub_distrib, level] at a b ⊢
    linarith
  have d : 0 ≤ ((Real.log (f i) - Real.log (1 - f i) - 4 * f i)
      - (Real.log (g i) - Real.log (1 - g i) - 4 * g i)) * (f i - g i) := by
    rcases le_total (g i) (f i) with h | h
    · exact mul_nonneg (sub_nonneg.2 (logit_slope (hg i) (hf i) h)) (sub_nonneg.2 h)
    · exact mul_nonneg_of_nonpos_of_nonpos
        (sub_nonpos.2 (logit_slope (hf i) (hg i) h)) (sub_nonpos.2 h)
  rw [c, Pi.sub_apply]
  nlinarith [mul_nonneg hT.le d]
```

## One level at half filling

For a single level $e$ with $K=2e$, $\mu=0$ and $f=\tfrac12$, the shifted level is $\varepsilon=e-2e\cdot\tfrac12=0$, whose Fermi occupation is $1/(1+1)=\tfrac12$ at every $T>0$. This is a mathematical test case, not a physical system: for one spin orbital the kernel is pure self-exchange, which the omitted Hartree term would cancel.

```lean
/-- One level `e` with exchange kernel `2 e` at `μ = 0`: half filling is a stationary point
at every temperature `T > 0`. -/
theorem stationary_witness (e : ℝ) {T : ℝ} (hT : 0 < T) :
    IsStationary (fun _ : Unit => e) (fun _ _ => 2 * e) T 0 (fun _ => 1 / 2) := by
  rw [stationary_iff_selfConsistent _ _ (fun _ _ => rfl) hT _ _ (fun _ => by norm_num)]
  intro i
  have : level (fun _ : Unit => e) (fun _ _ => 2 * e) (fun _ => 1 / 2) i = 0 := by
    simp only [level, Finset.univ_unique, Finset.sum_singleton]
    ring
  rw [this, fermi]
  norm_num

end

end SelfConsistentFermi
```

```lean
#print axioms SelfConsistentFermi.stationary_iff_selfConsistent
-- 'SelfConsistentFermi.stationary_iff_selfConsistent' depends on axioms: [propext, Classical.choice, Quot.sound]
#print axioms SelfConsistentFermi.grandPotential_stationary
-- 'SelfConsistentFermi.grandPotential_stationary' depends on axioms: [propext, Classical.choice, Quot.sound]
#print axioms SelfConsistentFermi.stationary_unique
-- 'SelfConsistentFermi.stationary_unique' depends on axioms: [propext, Classical.choice, Quot.sound]
```

Set $e=1$, $K=2$, $T=1$. Then $E_x=-\tfrac12\cdot2\cdot\tfrac14=-\tfrac14$ and $s(\tfrac12)=-\ln2$, so directly $\Omega=\tfrac12-\tfrac14-\ln2=\tfrac14-\ln2\approx-0.443$. The stationary-value formula gives $-\ln2-E_x=\tfrac14-\ln2$, in agreement. The weak-exchange bound reads $2v^2<4Tv^2$, that is $T>\tfrac12$, so at $T=1$ half filling is the only stationary point in $(0,1)$.

The remaining remarks are ordinary calculus that the theorems above do not state. At $f=\tfrac12$ the second derivative is $-K+T/(f(1-f))=-2+4T$, negative for $T<\tfrac12$, where half filling is a local maximum of $\Omega$ although it is self-consistent.

## Fixed electron number instead of fixed $\mu$

A calculation at fixed electron number $N$ would drop $\mu$ from the functional, impose $\sum_if_i=N$, and require stationarity only under variations with $\sum_i\delta f_i=0$. The condition would become that $\varepsilon_k+TL(f_k)$ has the same value for all $k$, and the conclusion would change from "for the given $\mu$" to "for some $\mu$", which enters as a Lagrange multiplier. A single level would then admit no variation at all.
